# With nonzero linear coupling, no eigenfunction of a phonon mode is a finite phonon expansion

The theorem concerns a single phonon mode with Hamiltonian w a*a + g(a* + a), written in Bargmann form, where a* multiplies a function of z by z and a differentiates it. For real w, real nonzero g and any complex E, it states that no polynomial p(z) is an eigenfunction with energy E; an eigenfunction here is an entire function, not identically zero, that satisfies Hf = Ef, with no normalisation required. The attempt turns the eigenvalue equation into an identity between polynomials and compares coefficients one degree above the top of p. This gives g times the leading coefficient equal to zero, so p = 0, which contradicts the point z₀ where p does not vanish.

The first attempt, which Lean rejects:

```lean
import Mathlib

open Polynomial

namespace NoPolynomialEigenfunction

/-- The Hamiltonian `w a* a + g (a* + a)` of a linearly coupled phonon in Bargmann form,
where `a*` is multiplication by `z` and `a` is `d/dz`. -/
noncomputable def phononH (w g : ℝ) (f : ℂ → ℂ) (z : ℂ) : ℂ :=
  (w : ℂ) * (z * deriv f z) + (g : ℂ) * (z * f z + deriv f z)

/-- An eigenfunction with energy `E`: an entire function, not identically zero, with
`H f = E f`. -/
def IsEigenfunction (w g : ℝ) (E : ℂ) (f : ℂ → ℂ) : Prop :=
  Differentiable ℂ f ∧ (∃ z, f z ≠ 0) ∧ ∀ z, phononH w g f z = E * f z

/-- For nonzero coupling `g` no polynomial in `z`, that is, no finite phonon expansion,
is an eigenfunction, whatever the energy `E`. -/
theorem no_polynomial_eigenfunction (w : ℝ) {g : ℝ} (hg : g ≠ 0) (E : ℂ) (p : ℂ[X]) :
    ¬ IsEigenfunction w g E (fun z => p.eval z) := by
  rintro ⟨-, ⟨z₀, hz₀⟩, h⟩
  have hpoly : C (w : ℂ) * (X * derivative p) + C (g : ℂ) * (X * p + derivative p)
      = C E * p := by
    apply Polynomial.funext
    intro z
    have hz := h z
    simp only [phononH] at hz
    rw [(p.hasDerivAt z).deriv] at hz
    simp only [eval_add, eval_mul, eval_C, eval_X]
    linear_combination hz
  -- compare the coefficients one degree above the top of p
  have h1 : p.coeff (p.natDegree + 1) = 0 := coeff_eq_zero_of_natDegree_lt (by omega)
  have h2 : p.coeff (p.natDegree + 1 + 1) = 0 := coeff_eq_zero_of_natDegree_lt (by omega)
  have hc := congrArg (fun q : ℂ[X] => q.coeff (p.natDegree + 1)) hpoly
  simp only [coeff_add, coeff_C_mul, coeff_X_mul, coeff_derivative, h1, h2, zero_mul,
    mul_zero, add_zero, zero_add] at hc
  have hlead := (mul_eq_zero.1 hc).resolve_left (Complex.ofReal_ne_zero.2 hg)
  have hp : p = 0 := leadingCoeff_eq_zero.1 hlead
  exact hz₀ (by rw [hp, eval_zero])

end NoPolynomialEigenfunction
```

Lean reports:

```
Main.lean:39:24: error: Tactic `rewrite` failed: Did not find an occurrence of the pattern
  eval ?m.240 0
in the target expression
  (fun z => eval z 0) z₀ = 0

w g : ℝ
hg : g ≠ 0
E : ℂ
p : ℂ[X]
h : ∀ (z : ℂ), phononH w g (fun z => eval z p) z = E * (fun z => eval z p) z
z₀ : ℂ
hz₀ : (fun z => eval z p) z₀ ≠ 0
hpoly : C ↑w * (X * derivative p) + C ↑g * (X * p + derivative p) = C E * p
h1 : p.coeff (p.natDegree + 1) = 0
h2 : p.coeff (p.natDegree + 1 + 1) = 0
hc : ↑g * p.coeff p.natDegree = 0
hlead : p.coeff p.natDegree = 0
hp : p = 0
⊢ (fun z => eval z 0) z₀ = 0
```

Diagnosis. The one error is in the last step, where `hz₀` needs a proof that the value at `z₀` is zero. That value is written as a function applied to a point, `(fun z => eval z p) z₀`, and `rw [hp]` turns it into `(fun z => eval z 0) z₀` without carrying out the application. The next rewrite, `eval_zero`, looks for a term of the form `eval ?x 0`. The only candidate is `eval z 0` inside the `fun`, where `z` is a bound variable, and `rw` cannot rewrite a term that contains a variable bound in the goal around it. Hence it reports that the pattern does not occur.

The repair replaces `rw` by `simp only` with the same two facts. `simp only` can carry out the function application and can also rewrite under a `fun`, so `hp` and `eval_zero` reduce the goal to `0 = 0`, which it closes.

This version goes through:

```diff
@@ -37,5 +37,5 @@
   have hlead := (mul_eq_zero.1 hc).resolve_left (Complex.ofReal_ne_zero.2 hg)
   have hp : p = 0 := leadingCoeff_eq_zero.1 hlead
-  exact hz₀ (by rw [hp, eval_zero])
+  exact hz₀ (by simp only [hp, eval_zero])
 
 end NoPolynomialEigenfunction
```
